# For a graph without cycles, the characteristic polynomial is the matching polynomial

Diagonalise the adjacency matrix of a conjugated carbon skeleton in floating point, and an eigenvalue that is exactly zero may come back as $10^{-16}$. The rounded number is not in itself a proof that the molecule has a nonbonding orbital in the Hückel model. If the skeleton has no rings and an even number of atoms, a count settles the question: a nonbonding orbital exists exactly when the atoms cannot all be paired off along bonds.

The model is non-interacting, with one site energy $\alpha$ and one hopping $\beta \neq 0$, so $H = \alpha I + \beta A$. Here $A$ is the adjacency matrix, with entry 1 for bonded pairs and 0 otherwise. An eigenvalue $x$ of $A$ gives the orbital energy $\alpha + \beta x$, and $x = 0$ is nonbonding.

## Graphs and matchings

```lean
import Mathlib

open Polynomial

namespace ForestMatchingPolynomial

noncomputable section

variable {V : Type*} [Fintype V] [DecidableEq V] {G : SimpleGraph V}
```

`V` is a finite set of vertices, the atoms, and `G` is a simple graph on it: no loops, no double edges. Write $n$ for the number of vertices, `Fintype.card V` in the code.

```lean
/-- A matching of `G`: a finite set of edges of `G` in which two edges sharing a vertex
are the same edge. -/
def IsMatching (G : SimpleGraph V) (M : Finset (Sym2 V)) : Prop :=
  (∀ e ∈ M, e ∈ G.edgeSet) ∧ ∀ e ∈ M, ∀ f ∈ M, ∀ v, v ∈ e → v ∈ f → e = f
```

`Sym2 V` is the type of unordered pairs of vertices, and `s(i, j)` is the pair $\{i,j\}$. A matching $M$ is a finite set of such pairs, all of them edges of $G$, in which two edges with a common vertex are the same edge. Chemically, it places double bonds so that no atom has two.

```lean
open Classical in
/-- The finite collection of all matchings of `G`. -/
def matchings (G : SimpleGraph V) : Finset (Finset (Sym2 V)) :=
  Finset.univ.filter fun M => IsMatching G M
```

This collects all matchings of $G$, including the empty one.

```lean
/-- The number `m_k` of matchings of `G` with exactly `k` edges. -/
def numMatchings (G : SimpleGraph V) (k : ℕ) : ℕ :=
  ((matchings G).filter fun M => M.card = k).card
```

$m_k$ is the number of matchings with exactly $k$ edges, so $m_0 = 1$ and $m_1$ is the number of edges.

```lean
/-- The matching polynomial `∑ₖ (-1)^k m_k x^(n-2k)` of a graph on `n` vertices,
with `k` running from `0` to `n/2`. -/
def matchingPoly (R : Type*) [CommRing R] (G : SimpleGraph V) : R[X] :=
  ∑ k ∈ Finset.range (Fintype.card V / 2 + 1),
    (-1) ^ k * (numMatchings G k : R[X]) * X ^ (Fintype.card V - 2 * k)
```

The matching polynomial is
$$\sum_{k=0}^{\lfloor n/2\rfloor} (-1)^k m_k\, x^{n-2k}.$$
Its coefficients lie in a commutative ring `R`, for example the integers or the reals, and `X` is the variable $x$.

## Permutations along the edges of a forest

```lean
/-- In an acyclic graph, a permutation that sends every vertex it moves to a neighbour
is an involution. -/
theorem perm_involutive_of_acyclic (hG : G.IsAcyclic) (σ : Equiv.Perm V)
    (hσ : ∀ i, σ i ≠ i → G.Adj i (σ i)) (i : V) : σ (σ i) = i := by
  classical
  by_contra h
  have hne : σ i ≠ i := fun e => h (by rw [e, e])
  -- remove the edge from `i` to `σ i`; its ends are then disconnected
  obtain ⟨H, hH⟩ : ∃ H, H = G \ SimpleGraph.fromEdgeSet {s(i, σ i)} := ⟨_, rfl⟩
  have hnr : ¬ H.Reachable i (σ i) := by
    intro hr
    rw [hH] at hr
    obtain ⟨u, p, hp, _⟩ :=
      SimpleGraph.adj_and_reachable_delete_edges_iff_exists_cycle.mp ⟨hσ i hne, hr⟩
    exact hG p hp
  obtain ⟨C, hC⟩ : ∃ C : Finset V, ∀ k, k ∈ C ↔ H.Reachable (σ i) k :=
    ⟨Finset.univ.filter fun k => H.Reachable (σ i) k, fun k => by simp⟩
  have hi : i ∉ C := fun h' => hnr ((hC i).1 h').symm
  -- the component of `σ i` is mapped into itself, hence onto itself
  have hsub : C.image σ ⊆ C := by
    intro x hx
    obtain ⟨k, hk, rfl⟩ := Finset.mem_image.1 hx
    by_cases hfix : σ k = k
    · rwa [hfix]
    · have hki : k ≠ i := fun e => hi (e ▸ hk)
      have hadj : H.Adj k (σ k) := by
        rw [hH, SimpleGraph.sdiff_adj, SimpleGraph.fromEdgeSet_adj]
        refine ⟨hσ k hfix, fun hh => ?_⟩
        have h1 := hh.1
        rw [Set.mem_singleton_iff, Sym2.eq_iff] at h1
        rcases h1 with ⟨h1, _⟩ | ⟨h1, h2⟩
        · exact hki h1
        · exact h (by rw [← h1]; exact h2)
      exact (hC _).2 (((hC k).1 hk).trans hadj.reachable)
  have heq : C.image σ = C := Finset.eq_of_subset_of_card_le hsub
    (Finset.card_image_of_injective C σ.injective).ge
  have hj : σ i ∈ C.image σ := by
    rw [heq]
    exact (hC _).2 (SimpleGraph.Reachable.refl _)
  obtain ⟨k, hk, hk'⟩ := Finset.mem_image.1 hj
  exact hi (σ.injective hk' ▸ hk)
```

A Lean theorem lists its hypotheses, then a colon, then the claim; the proof follows `:=`. Here $G$ has no cycles (`hG`), and the permutation $\sigma$ sends every vertex it moves to a neighbour (`hσ`). The claim is $\sigma(\sigma(i)) = i$ for every $i$.

Suppose $\sigma(\sigma(i)) \neq i$. Then $\sigma(i) \neq i$, so $\{i,\sigma(i)\}$ is an edge. Delete it and call the remaining graph $H$. If $i$ and $\sigma(i)$ were still connected in $H$, the deleted edge would close a cycle in $G$. So the component $C$ of $\sigma(i)$ in $H$ does not contain $i$.

Now take $k \in C$. If $\sigma$ fixes $k$, then $\sigma(k) \in C$. Otherwise $\{k,\sigma(k)\}$ is an edge of $G$. It is not the deleted one, since that would need $k = i$, which is not in $C$, or $k = \sigma(i)$ with $\sigma(k) = i$, which we have excluded. So again $\sigma(k) \in C$. Thus $\sigma$ maps the finite set $C$ injectively into itself, hence onto itself (`heq`). Some $k \in C$ therefore has $\sigma(k) = \sigma(i)$, which forces $k = i$, a contradiction.

```lean
/-- Swapping the two ends of every edge of a matching with `k` edges is a permutation of
sign `(-1)^k` that moves `2k` vertices. -/
theorem exists_perm_of_matching (M : Finset (Sym2 V)) (hM : IsMatching G M) :
    ∃ σ : Equiv.Perm V, (∀ i j, s(i, j) ∈ M ↔ i ≠ j ∧ σ i = j) ∧
      Equiv.Perm.sign σ = (-1) ^ M.card ∧ σ.support.card = 2 * M.card := by
  induction M using Finset.induction_on with
  | empty => exact ⟨1, fun i j => by simp, by simp, by simp⟩
  | insert e M he ih =>
    obtain ⟨σ, h1, h2, h3⟩ := ih ⟨fun f hf => hM.1 f (Finset.mem_insert_of_mem hf),
      fun f hf g hg => hM.2 f (Finset.mem_insert_of_mem hf) g (Finset.mem_insert_of_mem hg)⟩
    obtain ⟨a, b, rfl⟩ : ∃ a b, e = s(a, b) := Sym2.ind (fun a b => ⟨a, b, rfl⟩) e
    have hadj : G.Adj a b := by simpa using hM.1 s(a, b) (Finset.mem_insert_self _ _)
    have hab : a ≠ b := hadj.ne
    -- the ends of the new edge are untouched so far
    have hfree : ∀ v, v ∈ s(a, b) → σ v = v := by
      intro v hv
      by_contra hne
      have hm : s(v, σ v) ∈ M := (h1 v (σ v)).2 ⟨Ne.symm hne, rfl⟩
      have hev := hM.2 s(a, b) (Finset.mem_insert_self _ _) _
        (Finset.mem_insert_of_mem hm) v hv (Sym2.mem_mk_left _ _)
      exact he (by rw [hev]; exact hm)
    have ha := hfree a (Sym2.mem_mk_left a b)
    have hb := hfree b (Sym2.mem_mk_right a b)
    have hdis : (Equiv.swap a b).Disjoint σ := by
      intro x
      by_cases hxa : x = a
      · right; rw [hxa, ha]
      · by_cases hxb : x = b
        · right; rw [hxb, hb]
        · left; exact Equiv.swap_apply_of_ne_of_ne hxa hxb
    refine ⟨Equiv.swap a b * σ, fun i j => ?_, ?_, ?_⟩
    · rw [Finset.mem_insert, h1, Sym2.eq_iff, Equiv.Perm.mul_apply]
      by_cases hia : i = a
      · rw [hia, ha, Equiv.swap_apply_left]
        grind
      · by_cases hib : i = b
        · rw [hib, hb, Equiv.swap_apply_right]
          grind
        · have h4 : σ i ≠ a := fun h => hia (σ.injective (h.trans ha.symm))
          have h5 : σ i ≠ b := fun h => hib (σ.injective (h.trans hb.symm))
          rw [Equiv.swap_apply_of_ne_of_ne h4 h5]
          simp [hia, hib]
    · rw [Equiv.Perm.sign_mul, Equiv.Perm.sign_swap hab, h2,
        Finset.card_insert_of_notMem he, pow_succ']
    · rw [hdis.card_support_mul, Equiv.Perm.card_support_swap hab, h3,
        Finset.card_insert_of_notMem he]
      ring
```

Every matching $M$ with $k$ edges yields a permutation that swaps the two ends of each edge and fixes everything else. It has sign $(-1)^k$ and moves $2k$ vertices; `support` is the set of moved vertices.

The proof adds one edge at a time. A new edge $\{a,b\}$ shares no vertex with the earlier ones, so the permutation built so far fixes $a$ and $b$ (`hfree`). Multiplying by the swap of $a$ and $b$ flips the sign and adds two moved vertices.

```lean
/-- An involution that sends every vertex it moves to a neighbour swaps the ends of the
edges of a matching. -/
theorem exists_matching_of_involution (τ : Equiv.Perm V)
    (hadj : ∀ i, τ i ≠ i → G.Adj i (τ i)) (hinv : ∀ i, τ (τ i) = i) :
    ∃ M, IsMatching G M ∧ ∀ i j, s(i, j) ∈ M ↔ i ≠ j ∧ τ i = j := by
  classical
  obtain ⟨M, hM⟩ : ∃ M : Finset (Sym2 V), ∀ e, e ∈ M ↔ ∃ i, τ i ≠ i ∧ e = s(i, τ i) :=
    ⟨Finset.univ.filter fun e => ∃ i, τ i ≠ i ∧ e = s(i, τ i), fun e => by simp⟩
  have hmem : ∀ i j, s(i, j) ∈ M ↔ i ≠ j ∧ τ i = j := by
    intro i j
    rw [hM]
    constructor
    · rintro ⟨k, hk, he⟩
      rw [Sym2.eq_iff] at he
      rcases he with ⟨rfl, rfl⟩ | ⟨rfl, rfl⟩
      · exact ⟨hk.symm, rfl⟩
      · exact ⟨hk, hinv _⟩
    · rintro ⟨h, rfl⟩
      exact ⟨i, h.symm, rfl⟩
  refine ⟨M, ⟨fun e he => ?_, ?_⟩, hmem⟩
  · obtain ⟨i, hi, rfl⟩ := (hM e).1 he
    simpa using hadj i hi
  · rintro e he f hf v ⟨w, rfl⟩ ⟨u, rfl⟩
    rw [← ((hmem v w).1 he).2, ← ((hmem v u).1 hf).2]
```

Conversely, let $\tau$ be an involution that moves vertices only to neighbours. Take $M$ to be the set of all pairs $\{i,\tau(i)\}$ with $\tau(i) \neq i$. Two of these pairs that share a vertex $v$ both equal $\{v,\tau(v)\}$, so $M$ is a matching.

## Expanding the determinant

```lean
/-- If a permutation sends every vertex it moves to a neighbour, its product of entries of
`xI - A` is `(-1)^s x^(n-s)`, where `s` is the number of moved vertices. -/
theorem prod_charmatrix (R : Type*) [CommRing R] [DecidableRel G.Adj] (σ : Equiv.Perm V)
    (hσ : ∀ i, σ i ≠ i → G.Adj i (σ i)) :
    ∏ i, (G.adjMatrix R).charmatrix (σ i) i =
      (-1) ^ σ.support.card * X ^ (Fintype.card V - σ.support.card) := by
  rw [← Finset.prod_mul_prod_compl σ.support, ← Finset.card_compl,
    ← Finset.prod_const, ← Finset.prod_const]
  congr 1
  · refine Finset.prod_congr rfl fun i hi => ?_
    have hne := Equiv.Perm.mem_support.1 hi
    simp [hne, (hσ i hne).symm]
  · refine Finset.prod_congr rfl fun i hi => ?_
    have hfix : σ i = i := by simpa using hi
    simp [hfix]
```

`charmatrix` is $xI - A$. For a permutation $\sigma$ that moves $s$ vertices, each to a neighbour, the entry $(xI-A)_{\sigma(i),i}$ is $-1$ if $i$ is moved and $x$ if it is fixed. The proof splits the product accordingly and obtains
$$\prod_i (xI-A)_{\sigma(i),i} = (-1)^s x^{n-s}.$$

```lean
/-- The characteristic polynomial of an acyclic graph on `n` vertices is a sum over its
matchings, a matching with `k` edges contributing `(-1)^k x^(n-2k)`. -/
theorem charpoly_eq_sum_matchings (R : Type*) [CommRing R] [DecidableRel G.Adj]
    (hG : G.IsAcyclic) : (G.adjMatrix R).charpoly =
      ∑ M ∈ matchings G, (-1) ^ M.card * X ^ (Fintype.card V - 2 * M.card) := by
  classical
  choose! σ hrel hsign hcard using
    fun (M : Finset (Sym2 V)) (hM : IsMatching G M) => exists_perm_of_matching M hM
  have hmat : ∀ M, M ∈ matchings G ↔ IsMatching G M := fun M => by simp [matchings]
  rw [Matrix.charpoly, Matrix.det_apply]
  symm
  refine Finset.sum_of_injOn σ ?_ (fun _ _ => by simp) ?_ ?_
  · intro M hM N hN hEq
    ext e
    obtain ⟨i, j, rfl⟩ : ∃ i j, e = s(i, j) := Sym2.ind (fun a b => ⟨a, b, rfl⟩) e
    rw [hrel M ((hmat M).1 hM), hrel N ((hmat N).1 hN), hEq]
  · -- permutations that do not come from a matching contribute nothing
    intro τ _ hτ
    by_cases hadj : ∀ i, τ i ≠ i → G.Adj i (τ i)
    · exfalso
      obtain ⟨M, hM, hmem⟩ := exists_matching_of_involution τ hadj
        (perm_involutive_of_acyclic hG τ hadj)
      refine hτ ⟨M, (hmat M).2 hM, Equiv.ext fun i => ?_⟩
      by_cases hi : τ i = i
      · by_contra hne
        have hne' : i ≠ σ M i := fun h => hne (h.symm.trans hi.symm)
        exact hne ((hmem i _).1 ((hrel M hM i _).2 ⟨hne', rfl⟩)).2.symm
      · exact ((hrel M hM i _).1 ((hmem i _).2 ⟨Ne.symm hi, rfl⟩)).2
    · push Not at hadj
      obtain ⟨i, hi, hn⟩ := hadj
      have hn' : ¬ G.Adj (τ i) i := fun h => hn h.symm
      rw [Finset.prod_eq_zero (Finset.mem_univ i)
        (by simp [hi, hn']), smul_zero]
  · intro M hM
    have hM' := (hmat M).1 hM
    have hadj : ∀ i, σ M i ≠ i → G.Adj i (σ M i) := fun i hi => by
      simpa using hM'.1 _ ((hrel M hM' i _).2 ⟨Ne.symm hi, rfl⟩)
    rw [prod_charmatrix R (σ M) hadj, hsign M hM', hcard M hM', pow_mul, neg_one_sq,
      one_pow, one_mul]
    simp [Units.smul_def, zsmul_eq_mul]
```

The characteristic polynomial is the determinant
$$\det(xI-A) = \sum_\sigma \operatorname{sgn}(\sigma) \prod_i (xI-A)_{\sigma(i),i}.$$
If $\sigma$ moves some vertex to a non-neighbour, one factor is zero and the term vanishes. In a forest, the remaining permutations are involutions along edges, which are exactly the permutations that come from matchings. A matching with $k$ edges contributes
$$(-1)^k \cdot (-1)^{2k} x^{n-2k} = (-1)^k x^{n-2k}.$$

`Finset.sum_of_injOn` carries out this change of summation index. It asks that different matchings give different permutations, that permutations not coming from a matching contribute zero, and that corresponding terms agree.

```lean
/-- For an acyclic finite simple graph, the characteristic polynomial of the adjacency
matrix equals the matching polynomial. -/
theorem charpoly_eq_matchingPoly (R : Type*) [CommRing R] [DecidableRel G.Adj]
    (hG : G.IsAcyclic) : (G.adjMatrix R).charpoly = matchingPoly R G := by
  -- a matching has at most `n/2` edges
  have hmaps : ∀ M ∈ matchings G, M.card ∈ Finset.range (Fintype.card V / 2 + 1) := by
    intro M hM
    obtain ⟨σ, _, _, h⟩ := exists_perm_of_matching (G := G) M (by simpa [matchings] using hM)
    have hle := Finset.card_le_univ σ.support
    rw [Finset.mem_range]
    omega
  rw [charpoly_eq_sum_matchings R hG, matchingPoly, ← Finset.sum_fiberwise_of_maps_to hmaps]
  refine Finset.sum_congr rfl fun k _ => ?_
  have hk : ∀ M ∈ (matchings G).filter (fun M => M.card = k),
      ((-1) ^ M.card * X ^ (Fintype.card V - 2 * M.card) : R[X]) =
        (-1) ^ k * X ^ (Fintype.card V - 2 * k) := by
    intro M hM
    rw [(Finset.mem_filter.1 hM).2]
  rw [Finset.sum_congr rfl hk, Finset.sum_const, nsmul_eq_mul, numMatchings]
  ring
```

This is the main theorem: for every acyclic $G$ and every commutative ring `R`,
$$\det(xI-A) = \sum_{k=0}^{\lfloor n/2\rfloor} (-1)^k m_k\, x^{n-2k}.$$
A matching with $k$ edges moves $2k \le n$ vertices, so $k$ stays in range (`hmaps`). Grouping the previous sum by $k$ collects $m_k$ equal terms for each $k$.

Take the chain of four atoms 1–2–3–4, the carbon skeleton of butadiene. It has three edges, and only the pair {1–2, 3–4} is disjoint. So $m_0 = 1$, $m_1 = 3$, $m_2 = 1$, and the polynomial is $x^4 - 3x^2 + 1$. Its roots satisfy $x^2 = (3 \pm \sqrt5)/2$, which gives $x \approx \pm 1.618$ and $\pm 0.618$.

## Perfect matchings and nonbonding orbitals

```lean
/-- The adjacency determinant of an acyclic graph on `2m` vertices is `(-1)^m` times the
number of its perfect matchings. -/
theorem det_eq_perfect_matchings (R : Type*) [CommRing R] [DecidableRel G.Adj]
    (hG : G.IsAcyclic) {m : ℕ} (hn : Fintype.card V = 2 * m) :
    (G.adjMatrix R).det = (-1) ^ m * (numMatchings G m : R) := by
  rw [Matrix.det_eq_sign_charpoly_coeff, charpoly_eq_matchingPoly R hG,
    coeff_zero_eq_eval_zero]
  simp only [matchingPoly, eval_finsetSum, eval_mul, eval_pow, eval_neg, eval_one,
    eval_natCast, eval_X, hn]
  rw [pow_mul, neg_one_sq, one_pow, one_mul, Finset.sum_eq_single m]
  · simp
  · intro k hk hkm
    rw [Finset.mem_range] at hk
    rw [zero_pow (by omega), mul_zero]
  · intro h
    rw [Finset.mem_range] at h
    omega
```

Let $n = 2m$. A matching with $m$ edges then covers every vertex, so it is perfect. The claim is $\det A = (-1)^m m_m$, where $m_m$ is the number of perfect matchings. Setting $x = 0$ in $\det(xI-A)$ gives $(-1)^n \det A = \det A$, because $n$ is even. On the matching side, only the term $k = m$ survives at $x = 0$.

```lean
/-- The adjacency matrix of an acyclic graph on `2m` vertices annihilates a nonzero real
vector (a nonbonding orbital) exactly when the graph has no perfect matching. -/
theorem nonbonding_iff_no_perfect_matching [DecidableRel G.Adj] (hG : G.IsAcyclic) {m : ℕ}
    (hn : Fintype.card V = 2 * m) :
    (∃ v : V → ℝ, v ≠ 0 ∧ (G.adjMatrix ℝ).mulVec v = 0) ↔ numMatchings G m = 0 := by
  rw [Matrix.exists_mulVec_eq_zero_iff, det_eq_perfect_matchings ℝ hG hn]
  simp
```

Over the reals, a nonzero vector $v$ with $Av = 0$ exists exactly when $\det A = 0$, which by the previous theorem means $m_m = 0$. The vector need not be normalised; dividing by its length gives the orbital.

The four-atom chain has a perfect matching and no nonbonding orbital. The star, one centre bonded to three outer atoms, has no perfect matching, since every edge uses the centre, and so it has a nonbonding orbital. A normalised nonbonding orbital is $(0,1,-1,0)/\sqrt2$, with the centre listed first.

The theorem covers even $n$ and decides existence; it does not count the nonbonding orbitals. Unequal site energies or hoppings fall outside its model.

## What a ring changes

```lean
/-- For the triangle, the characteristic polynomial differs from the matching polynomial. -/
theorem triangle_charpoly_ne :
    ((⊤ : SimpleGraph (Fin 3)).adjMatrix ℤ).charpoly ≠
      matchingPoly ℤ (⊤ : SimpleGraph (Fin 3)) := by
  intro h
  have hdet : ((⊤ : SimpleGraph (Fin 3)).adjMatrix ℤ).det = 2 := by
    simp [Matrix.det_fin_three]
  have hzero : (matchingPoly ℤ (⊤ : SimpleGraph (Fin 3))).eval 0 = 0 := by
    simp [matchingPoly, Finset.sum_range_succ]
  rw [Matrix.det_eq_sign_charpoly_coeff, h, coeff_zero_eq_eval_zero, hzero] at hdet
  simp at hdet

end

end ForestMatchingPolynomial
```

`⊤` on `Fin 3` is the graph with all edges on three vertices, the triangle. It has $m_0 = 1$ and $m_1 = 3$, so its matching polynomial is $x^3 - 3x$, while its characteristic polynomial is $x^3 - 3x - 2$. The main theorem therefore fails once cycles are allowed.

The missing $-2$ comes from the two cyclic permutations of the three vertices. They move every vertex to a neighbour without being involutions, and each contributes $(+1)(-1)^3 = -1$. The proof needs only the constant terms: the determinant of $A$ is 2, whereas the matching polynomial vanishes at $x = 0$.

```lean
#print axioms ForestMatchingPolynomial.charpoly_eq_matchingPoly
-- 'ForestMatchingPolynomial.charpoly_eq_matchingPoly' depends on axioms: [propext, Classical.choice, Quot.sound]
#print axioms ForestMatchingPolynomial.nonbonding_iff_no_perfect_matching
-- 'ForestMatchingPolynomial.nonbonding_iff_no_perfect_matching' depends on axioms: [propext, Classical.choice, Quot.sound]
#print axioms ForestMatchingPolynomial.triangle_charpoly_ne
-- 'ForestMatchingPolynomial.triangle_charpoly_ne' depends on axioms: [propext, Classical.choice, Quot.sound]
```
